# Boltzmann bands with finitely many two-state dopant levels have exactly one charge-neutral chemical potential

The bands are modelled here by Boltzmann exponentials at every real chemical potential μ, including values inside a band, where a real semiconductor is degenerate and the exponential overestimates the carrier density. The dopants keep their full Fermi-type ionization formula. The Boltzmann form of the carrier densities, together with the fact that no more dopants can be ionized than are present, gives an explicit interval that contains the neutral level.

With Fermi–Dirac integrals of order 1/2 for the parabolic bands, the carrier densities would still be continuous and strictly monotone in μ, and there would still be exactly one neutral level. The product of electron and hole densities would then depend on μ, however, so the derivation of the interval below would no longer apply, and the interval itself would not be guaranteed to contain the neutral level. That variant would require its own formal proof.

## The neutrality function and its bracket

Let Ec and Ev be the band edges, Nc and Nv the effective densities of states, and kT the thermal energy. Donor level i has density NDᵢ, energy EDᵢ and degeneracy factor gDᵢ; acceptor level j has NAⱼ, EAⱼ and gAⱼ. Nc, Nv, kT and all degeneracy factors are positive, and the dopant densities are nonnegative. The densities of electrons, holes, ionized donors and ionized acceptors are

n(μ) = Nc exp((μ − Ec)/kT)

p(μ) = Nv exp((Ev − μ)/kT)

ND⁺(μ) = Σᵢ NDᵢ / (1 + gDᵢ exp((μ − EDᵢ)/kT))

NA⁻(μ) = Σⱼ NAⱼ / (1 + gAⱼ exp((EAⱼ − μ)/kT))

The excess of negative charge, in units of the elementary charge, is

Q(μ) = n(μ) + NA⁻(μ) − p(μ) − ND⁺(μ).

Q is continuous and strictly increasing, and it has exactly one zero μ*. Write D = Σᵢ NDᵢ and A = Σⱼ NAⱼ for the total dopant densities, and define the intrinsic density and the intrinsic level by

ni = √(Nc Nv) exp(−(Ec − Ev)/(2kT))

μi = (Ec + Ev)/2 + (kT/2) ln(Nv/Nc).

Then

μi − kT arsinh(A/(2ni)) ≤ μ* ≤ μi + kT arsinh(D/(2ni)).

## Bisection for the equilibrium Fermi level

A code that finds the Fermi level of a homogeneous semiconductor by bisection starts from a bracket, and uniqueness of the root guarantees that the level it converges to is the only neutral one. For Boltzmann bands and fixed dopant densities, both are available before the first iteration. Without dopants the two endpoints coincide at μi, where Q is zero, so a routine that insists on a strict sign change would reject this bracket.

## From the intrinsic level to a unique root

Measure μ from the intrinsic level in units of kT, so that μ = μi + kT t. The two exponents become

(μ − Ec)/kT = −(Ec − Ev)/(2kT) + ½ ln(Nv/Nc) + t

(Ev − μ)/kT = −(Ec − Ev)/(2kT) − ½ ln(Nv/Nc) − t.

Since Nc √(Nv/Nc) = Nv √(Nc/Nv) = √(Nc Nv), this gives

n = ni exp(t), p = ni exp(−t),

and therefore

n p = ni², n − p = 2 ni sinh t.

Every denominator in the dopant sums is greater than 1, and the dopant densities are nonnegative. Hence

0 ≤ ND⁺(μ) ≤ D, 0 ≤ NA⁻(μ) ≤ A.

When μ rises, the donor denominators grow and the acceptor denominators shrink, so ND⁺ never increases and NA⁻ never decreases. For a < b we also have n(a) < n(b) and p(b) ≤ p(a). Adding these inequalities gives Q(a) < Q(b); the strict inequality for the electrons is enough to make the sum strict. Q is continuous because the exponentials are continuous and no denominator vanishes.

At t = arsinh(D/(2ni)) the free carriers satisfy n − p = D, so

Q = (D − ND⁺) + NA⁻ ≥ 0.

At t = −arsinh(A/(2ni)) they satisfy n − p = −A, so

Q = (NA⁻ − A) − ND⁺ ≤ 0.

The intermediate value theorem gives a zero, and strict monotonicity excludes a second one. It also places the zero between the two levels just used.

At μi itself n = p, which leaves

Q(μi) = NA⁻(μi) − ND⁺(μi).

Because Q is strictly increasing, μ* > μi holds exactly when Q(μi) < 0, that is, when ionized donors outnumber ionized acceptors at the intrinsic level. The comparison concerns ionized densities, not the totals D and A.

## The Lean file

```lean
import Mathlib

namespace ChargeNeutrality

noncomputable section

/-- Parameters of a semiconductor: effective densities of states, band edges, thermal energy, donor
levels labelled by `ι` and acceptor levels labelled by `κ`, each level with a density, an energy and
a degeneracy factor. -/
structure Semiconductor (ι κ : Type*) where
  (Nc Nv Ec Ev kT : ℝ)
  (ND ED gD : ι → ℝ)
  (NA EA gA : κ → ℝ)
  Nc_pos : 0 < Nc
  Nv_pos : 0 < Nv
  kT_pos : 0 < kT
  ND_nonneg : ∀ i, 0 ≤ ND i
  NA_nonneg : ∀ j, 0 ≤ NA j
  gD_pos : ∀ i, 0 < gD i
  gA_pos : ∀ j, 0 < gA j

variable {ι κ : Type*}

/-- Boltzmann density of conduction electrons at chemical potential `μ`. -/
def Semiconductor.electrons (M : Semiconductor ι κ) (μ : ℝ) : ℝ :=
  M.Nc * Real.exp ((μ - M.Ec) / M.kT)

/-- Boltzmann density of valence-band holes at chemical potential `μ`. -/
def Semiconductor.holes (M : Semiconductor ι κ) (μ : ℝ) : ℝ :=
  M.Nv * Real.exp ((M.Ev - μ) / M.kT)

/-- The intrinsic carrier density. -/
def Semiconductor.intrinsicDensity (M : Semiconductor ι κ) : ℝ :=
  √(M.Nc * M.Nv) * Real.exp (-(M.Ec - M.Ev) / (2 * M.kT))

/-- The intrinsic level: midgap plus `kT / 2` times the logarithm of `Nv / Nc`. -/
def Semiconductor.intrinsicLevel (M : Semiconductor ι κ) : ℝ :=
  (M.Ec + M.Ev) / 2 + M.kT / 2 * Real.log (M.Nv / M.Nc)

/-- Density of ionized (positively charged) donors. -/
def Semiconductor.ionizedDonors [Fintype ι] (M : Semiconductor ι κ) (μ : ℝ) : ℝ :=
  ∑ i, M.ND i / (1 + M.gD i * Real.exp ((μ - M.ED i) / M.kT))

/-- Density of ionized (negatively charged) acceptors. -/
def Semiconductor.ionizedAcceptors [Fintype κ] (M : Semiconductor ι κ) (μ : ℝ) : ℝ :=
  ∑ j, M.NA j / (1 + M.gA j * Real.exp ((M.EA j - μ) / M.kT))

/-- Density of negative charges minus density of positive charges, in units of the
elementary charge. -/
def Semiconductor.excessNegative [Fintype ι] [Fintype κ] (M : Semiconductor ι κ) (μ : ℝ) : ℝ :=
  M.electrons μ + M.ionizedAcceptors μ - M.holes μ - M.ionizedDonors μ

/-- At a distance `t` from the intrinsic level, in units of `kT`, the electron and hole
densities are the intrinsic density times `exp t` and `exp (-t)`. -/
theorem Semiconductor.carriers_eq (M : Semiconductor ι κ) (t : ℝ) :
    M.electrons (M.intrinsicLevel + M.kT * t) = M.intrinsicDensity * Real.exp t ∧
    M.holes (M.intrinsicLevel + M.kT * t) = M.intrinsicDensity * Real.exp (-t) := by
  have hk := M.kT_pos.ne'
  -- write all prefactors as exponentials and compare exponents
  have hs : √(M.Nc * M.Nv) = Real.exp ((Real.log M.Nc + Real.log M.Nv) / 2) := by
    rw [Real.exp_half, Real.exp_add, Real.exp_log M.Nc_pos, Real.exp_log M.Nv_pos]
  have hc : ∀ X, M.Nc * Real.exp X = Real.exp (Real.log M.Nc + X) := by
    intro X
    rw [Real.exp_add, Real.exp_log M.Nc_pos]
  have hv : ∀ X, M.Nv * Real.exp X = Real.exp (Real.log M.Nv + X) := by
    intro X
    rw [Real.exp_add, Real.exp_log M.Nv_pos]
  unfold Semiconductor.electrons Semiconductor.holes Semiconductor.intrinsicLevel
    Semiconductor.intrinsicDensity
  rw [hs, Real.log_div M.Nv_pos.ne' M.Nc_pos.ne']
  constructor
  · rw [hc, ← Real.exp_add, ← Real.exp_add]
    congr 1
    field_simp
    ring
  · rw [hv, ← Real.exp_add, ← Real.exp_add]
    congr 1
    field_simp
    ring

/-- Law of mass action: the product of electron and hole densities is the square of the
intrinsic density at every chemical potential. -/
theorem Semiconductor.mass_action (M : Semiconductor ι κ) (μ : ℝ) :
    M.electrons μ * M.holes μ = M.intrinsicDensity ^ 2 := by
  have hk := M.kT_pos.ne'
  have hμ : μ = M.intrinsicLevel + M.kT * ((μ - M.intrinsicLevel) / M.kT) := by
    rw [mul_div_cancel₀ _ hk]
    ring
  obtain ⟨h1, h2⟩ := M.carriers_eq ((μ - M.intrinsicLevel) / M.kT)
  rw [← hμ] at h1 h2
  rw [h1, h2, Real.exp_neg]
  field_simp

/-- At a displacement `t` from the intrinsic level, in units of `kT`, the electron density minus the
hole density is twice the intrinsic density times `sinh t`. -/
theorem Semiconductor.carrier_difference (M : Semiconductor ι κ) (t : ℝ) :
    M.electrons (M.intrinsicLevel + M.kT * t) - M.holes (M.intrinsicLevel + M.kT * t)
      = 2 * M.intrinsicDensity * Real.sinh t := by
  rw [(M.carriers_eq t).1, (M.carriers_eq t).2, Real.sinh_eq]
  ring

variable [Fintype ι] [Fintype κ]

/-- The densities of ionized donors and acceptors lie between zero and the total densities
of donors and acceptors. -/
theorem Semiconductor.ionized_bounds (M : Semiconductor ι κ) (μ : ℝ) :
    (0 ≤ M.ionizedDonors μ ∧ M.ionizedDonors μ ≤ ∑ i, M.ND i) ∧
    (0 ≤ M.ionizedAcceptors μ ∧ M.ionizedAcceptors μ ≤ ∑ j, M.NA j) := by
  refine ⟨⟨Finset.sum_nonneg fun i _ => ?_, Finset.sum_le_sum fun i _ => ?_⟩,
    ⟨Finset.sum_nonneg fun j _ => ?_, Finset.sum_le_sum fun j _ => ?_⟩⟩
  · have h1 := M.ND_nonneg i
    have h2 := M.gD_pos i
    positivity
  · have h2 := M.gD_pos i
    exact div_le_self (M.ND_nonneg i) (le_add_of_nonneg_right (by positivity))
  · have h1 := M.NA_nonneg j
    have h2 := M.gA_pos j
    positivity
  · have h2 := M.gA_pos j
    exact div_le_self (M.NA_nonneg j) (le_add_of_nonneg_right (by positivity))

/-- Raising the chemical potential never increases the density of ionized donors and never
decreases that of ionized acceptors. -/
theorem Semiconductor.ionized_monotone (M : Semiconductor ι κ) :
    Antitone M.ionizedDonors ∧ Monotone M.ionizedAcceptors := by
  have hk := M.kT_pos
  constructor
  · intro a b hab
    refine Finset.sum_le_sum fun i _ => ?_
    have h1 := M.ND_nonneg i
    have h2 := M.gD_pos i
    gcongr
  · intro a b hab
    refine Finset.sum_le_sum fun j _ => ?_
    have h1 := M.NA_nonneg j
    have h2 := M.gA_pos j
    gcongr

/-- The excess of negative charge is nonpositive at an explicit level at or below the intrinsic one
and nonnegative at an explicit level at or above it. -/
theorem Semiconductor.sign_change (M : Semiconductor ι κ) :
    M.excessNegative (M.intrinsicLevel +
      M.kT * -Real.arsinh ((∑ j, M.NA j) / (2 * M.intrinsicDensity))) ≤ 0 ∧
    0 ≤ M.excessNegative (M.intrinsicLevel +
      M.kT * Real.arsinh ((∑ i, M.ND i) / (2 * M.intrinsicDensity))) := by
  have hn : 2 * M.intrinsicDensity ≠ 0 := by
    have h1 := M.Nc_pos
    have h2 := M.Nv_pos
    unfold Semiconductor.intrinsicDensity
    positivity
  -- at these levels the free carriers balance the full dopant density
  constructor
  · have h := M.carrier_difference (-Real.arsinh ((∑ j, M.NA j) / (2 * M.intrinsicDensity)))
    rw [Real.sinh_neg, Real.sinh_arsinh, mul_neg (2 * M.intrinsicDensity),
      mul_div_cancel₀ _ hn] at h
    have hb := M.ionized_bounds (M.intrinsicLevel +
      M.kT * -Real.arsinh ((∑ j, M.NA j) / (2 * M.intrinsicDensity)))
    unfold Semiconductor.excessNegative
    linarith [hb.1.1, hb.2.2]
  · have h := M.carrier_difference (Real.arsinh ((∑ i, M.ND i) / (2 * M.intrinsicDensity)))
    rw [Real.sinh_arsinh, mul_div_cancel₀ _ hn] at h
    have hb := M.ionized_bounds (M.intrinsicLevel +
      M.kT * Real.arsinh ((∑ i, M.ND i) / (2 * M.intrinsicDensity)))
    unfold Semiconductor.excessNegative
    linarith [hb.1.2, hb.2.1]

/-- The excess of negative charge is a continuous, strictly increasing function of the
chemical potential, and it vanishes at exactly one chemical potential. -/
theorem Semiconductor.charge_neutrality (M : Semiconductor ι κ) :
    Continuous M.excessNegative ∧ StrictMono M.excessNegative ∧
      ∃! μ, M.excessNegative μ = 0 := by
  have hcont : Continuous M.excessNegative := by
    have h1 : Continuous M.electrons := by
      unfold Semiconductor.electrons
      fun_prop
    have h2 : Continuous M.holes := by
      unfold Semiconductor.holes
      fun_prop
    have h3 : Continuous M.ionizedDonors := by
      refine continuous_finsetSum _ fun i _ => Continuous.div (by fun_prop) (by fun_prop) ?_
      intro μ
      have := M.gD_pos i
      positivity
    have h4 : Continuous M.ionizedAcceptors := by
      refine continuous_finsetSum _ fun j _ => Continuous.div (by fun_prop) (by fun_prop) ?_
      intro μ
      have := M.gA_pos j
      positivity
    exact ((h1.add h4).sub h2).sub h3
  have hmono : StrictMono M.excessNegative := by
    intro a b hab
    have hk := M.kT_pos
    have hc := M.Nc_pos
    have hv := M.Nv_pos
    have h1 : M.electrons a < M.electrons b := by
      unfold Semiconductor.electrons
      gcongr
    have h2 : M.holes b ≤ M.holes a := by
      unfold Semiconductor.holes
      gcongr
    have h3 := M.ionized_monotone.1 hab.le
    have h4 := M.ionized_monotone.2 hab.le
    unfold Semiconductor.excessNegative
    linarith
  -- the sign change gives a zero, strict monotonicity makes it unique
  obtain ⟨μ, hμ⟩ := mem_range_of_exists_le_of_exists_ge hcont
    ⟨_, M.sign_change.1⟩ ⟨_, M.sign_change.2⟩
  exact ⟨hcont, hmono, μ, hμ, fun ν hν => hmono.injective (hν.trans hμ.symm)⟩

/-- The neutral chemical potential lies within explicit distances of the intrinsic level, set
by the total acceptor density below and the total donor density above. -/
theorem Semiconductor.neutral_level_bounds (M : Semiconductor ι κ) {μ : ℝ}
    (hμ : M.excessNegative μ = 0) :
    M.intrinsicLevel - M.kT * Real.arsinh ((∑ j, M.NA j) / (2 * M.intrinsicDensity)) ≤ μ ∧
    μ ≤ M.intrinsicLevel + M.kT * Real.arsinh ((∑ i, M.ND i) / (2 * M.intrinsicDensity)) := by
  have hmono := M.charge_neutrality.2.1
  constructor
  · have h := hmono.le_iff_le.1 (M.sign_change.1.trans hμ.ge)
    linarith
  · exact hmono.le_iff_le.1 (hμ.le.trans M.sign_change.2)

/-- The neutral chemical potential lies above the intrinsic level exactly when, at the
intrinsic level, ionized donors outnumber ionized acceptors. -/
theorem Semiconductor.above_intrinsic_iff (M : Semiconductor ι κ) {μ : ℝ}
    (hμ : M.excessNegative μ = 0) :
    M.intrinsicLevel < μ ↔
      M.ionizedAcceptors M.intrinsicLevel < M.ionizedDonors M.intrinsicLevel := by
  have h := M.carrier_difference 0
  rw [mul_zero, add_zero, Real.sinh_zero, mul_zero] at h
  rw [← M.charge_neutrality.2.1.lt_iff_lt, hμ]
  unfold Semiconductor.excessNegative
  constructor <;> intro h' <;> linarith

end

end ChargeNeutrality
```

```lean
#print axioms ChargeNeutrality.Semiconductor.mass_action
#print axioms ChargeNeutrality.Semiconductor.charge_neutrality
#print axioms ChargeNeutrality.Semiconductor.neutral_level_bounds
#print axioms ChargeNeutrality.Semiconductor.above_intrinsic_iff
```

```
'ChargeNeutrality.Semiconductor.mass_action' depends on axioms: [propext, Classical.choice, Quot.sound]
'ChargeNeutrality.Semiconductor.charge_neutrality' depends on axioms: [propext, Classical.choice, Quot.sound]
'ChargeNeutrality.Semiconductor.neutral_level_bounds' depends on axioms: [propext, Classical.choice, Quot.sound]
'ChargeNeutrality.Semiconductor.above_intrinsic_iff' depends on axioms: [propext, Classical.choice, Quot.sound]
```

## What the theorems state about the model

A term `M : Semiconductor ι κ` is one material at one temperature. The types `ι` and `κ` label the donor and acceptor levels; they are finite wherever dopant sums occur, and either may be empty. All quantities are real numbers, so consistent units are left to the user. The thermal energy `kT` is a single positive parameter.

The functions `electrons`, `holes`, `ionizedDonors` and `ionizedAcceptors` are n, p, ND⁺ and NA⁻, and `excessNegative` is Q. The electric charge density is −e Q, with e the elementary charge. The theorem `charge_neutrality` states continuity, strict monotonicity (`StrictMono`) and the existence of exactly one zero (`∃!`). The bracket is `neutral_level_bounds`, and the comparison with the intrinsic level is `above_intrinsic_iff`.

The positive factors `gD` and `gA` stand for the statistical weight of the neutral dopant state relative to the ionized one. A code that uses the inverse convention must convert its input. Dopant energies are arbitrary, and no order of `Ec` and `Ev` is assumed, so a positive band gap is not needed.

## How the proof follows the derivation

- `carriers_eq` writes Nc, Nv and √(Nc Nv) as exponentials of logarithms. What remains is an equality of exponents, which `field_simp` and `ring` settle.
- `mass_action` sets t = (μ − μi)/kT and multiplies the two densities. `carrier_difference` subtracts them and recognises the hyperbolic sine.
- `ionized_bounds` and `ionized_monotone` work term by term. The first uses that dividing a nonnegative number by something at least 1 does not increase it; the second lets `gcongr` carry the order of μ through exponential, denominator and quotient.
- `sign_change` inserts the two arsinh values, and `linarith` combines the resulting carrier difference with the dopant bounds.
- `charge_neutrality` obtains continuity from `fun_prop`, with `positivity` showing that the denominators are nonzero. It adds the four monotonicity inequalities and applies the intermediate value theorem through `mem_range_of_exists_le_of_exists_ge`. Injectivity of a strictly increasing function gives uniqueness.
- The last two theorems compare values of Q and transfer the order back to μ.

## Limits for a simulation code

The theorems concern exact real arithmetic. They do not exclude overflow of an exponential, cancellation between nearly equal densities, or a badly chosen stopping tolerance. When ni is very small, the ratio D/(2ni) can itself overflow, although its arsinh grows only logarithmically.

The root is the neutral level of the Boltzmann model. If it falls within a few kT of a band edge or inside a band, it is still the unique solution of these equations, but the Boltzmann exponential then loses accuracy as a description of the material.

Dopant densities are fixed inputs, and each dopant has two charge states. Defects with several charge states, concentrations that depend on μ through formation energies, and a continuous distribution of levels are not included. Nor is spatial variation: the result describes a uniform region and makes no statement about the Poisson equation across a junction.
